# Real eigenvalues of an open chain with same-sign hoppings

The sites are numbered 0 to n−1, and bond k joins sites k and k+1. The real number ε_k is the on-site energy, and the two real hoppings on bond k are

r_k = H(k,k+1), l_k = H(k+1,k).

Acting on a column vector, r_k moves amplitude from k+1 to k, and l_k moves it back.

```lean
import Mathlib

open Matrix ComplexConjugate

namespace HatanoNelsonOpenChain

noncomputable section
```

All other entries of H vanish. In Lean, ε, r and l are functions on ℕ, of which an n-site chain uses only the values on its own sites and bonds.

```lean
/-- The open chain of `n` sites with on-site energies `ε k` and hopping elements
`H(k,k+1) = r k` and `H(k+1,k) = l k`: a general real tridiagonal matrix. -/
def chain (n : ℕ) (ε r l : ℕ → ℝ) : Matrix (Fin n) (Fin n) ℝ :=
  Matrix.of fun i j =>
    if (i : ℕ) = (j : ℕ) then ε i
    else if (i : ℕ) + 1 = (j : ℕ) then r i
    else if (j : ℕ) + 1 = (i : ℕ) then l j
    else 0
```

The model could also have been an arbitrary real matrix with H(i,j) = 0 for |i−j| > 1. The result would then apply directly to a given matrix, but the proof given here would gain a first step that reads the sequences ε, r and l off its entries.

Eigenvalues are sought over ℂ, with a nonzero but not necessarily normalised vector v:

Σ_j H(i,j) v_j = μ v_i.

```lean
/-- The nonzero complex vector `v` solves the eigenvalue equation `H v = μ v`
of the real matrix `H`, with `μ` complex. -/
def IsEigenpair {n : ℕ} (H : Matrix (Fin n) (Fin n) ℝ) (μ : ℂ) (v : Fin n → ℂ) : Prop :=
  v ≠ 0 ∧ ∀ i, ∑ j, (H i j : ℂ) * v j = μ * v i
```

## Removing the asymmetry bond by bond

The main assumption is r_k l_k > 0 on every bond: hopping is possible both ways and has the same sign, though its strength may differ. The symmetric chain S keeps the energies ε_k and has the hoppings

s_k = √(r_k l_k).

```lean
/-- The number `√(r k * l k)` for bond `k`; Lean's root is `0` if the product is negative. -/
def bond (r l : ℕ → ℝ) (k : ℕ) : ℝ := √(r k * l k)
```

A diagonal matrix D with entries d_k will relate the two chains. Its entries are fixed by

d_0 = 1, d_{k+1} = d_k s_k / r_k.

```lean
/-- A site-dependent rescaling, equal to `1` on site `0` and multiplied by `bond r l k / r k` on
passing from site `k` to site `k + 1`. -/
def gauge (r l : ℕ → ℝ) : ℕ → ℝ
  | 0 => 1
  | k + 1 => gauge r l k * (bond r l k / r k)
```

For any two chains H and H′ with equal on-site energies, HD = DH′ holds if on every bond

r_k d_{k+1} = d_k r′_k and l_k d_k = d_{k+1} l′_k.

These are the entries above and below the diagonal. On the diagonal both sides are ε_k d_k, and elsewhere both are zero. `split_ifs` separates these four cases.

```lean
/-- A diagonal rescaling `d` that matches the hoppings on every bond intertwines two
open chains with the same on-site energies. -/
theorem chain_intertwine (n : ℕ) (ε r l r' l' d : ℕ → ℝ)
    (h : ∀ k, k + 1 < n → r k * d (k + 1) = d k * r' k ∧ l k * d k = d (k + 1) * l' k) :
    chain n ε r l * diagonal (fun i : Fin n => d i) =
      diagonal (fun i : Fin n => d i) * chain n ε r' l' := by
  ext i j
  have hi := i.isLt
  have hj := j.isLt
  rw [Matrix.mul_diagonal, Matrix.diagonal_mul]
  simp only [chain, Matrix.of_apply]
  split_ifs with h1 h2 h3
  · rw [h1]; ring
  · rw [← h2]
    exact (h i (by omega)).1
  · rw [← h3]
    exact (h j (by omega)).2
  · ring
```

Suppose HD = DS with no d_i equal to zero. Then

Σ_j H(i,j) d_j w_j = d_i Σ_j S(i,j) w_j.

If Sw = μw, the right side is μ d_i w_i, so Dw is an eigenvector of H. Cancelling d_i gives the converse. The displayed identity is `key` in the proof.

```lean
/-- If an invertible diagonal rescaling `d` intertwines `H` and `S`, then `w` is an
eigenvector of `S` exactly when the rescaled vector is an eigenvector of `H`,
with the same eigenvalue. -/
theorem eigenpair_rescale {n : ℕ} (H S : Matrix (Fin n) (Fin n) ℝ) (d : Fin n → ℝ)
    (hd : ∀ i, d i ≠ 0) (h : H * diagonal d = diagonal d * S) (μ : ℂ) (w : Fin n → ℂ) :
    IsEigenpair S μ w ↔ IsEigenpair H μ (fun i => (d i : ℂ) * w i) := by
  have hc : ∀ i, (d i : ℂ) ≠ 0 := fun i => Complex.ofReal_ne_zero.2 (hd i)
  -- the action of `H` on the rescaled vector is the rescaled action of `S`
  have key : ∀ i, ∑ j, (H i j : ℂ) * ((d j : ℂ) * w j) =
      (d i : ℂ) * ∑ j, (S i j : ℂ) * w j := by
    intro i
    rw [Finset.mul_sum]
    refine Finset.sum_congr rfl fun j _ => ?_
    have e := congrFun (congrFun h i) j
    rw [Matrix.mul_diagonal, Matrix.diagonal_mul] at e
    have ec : (H i j : ℂ) * (d j : ℂ) = (d i : ℂ) * (S i j : ℂ) := by exact_mod_cast e
    linear_combination w j * ec
  constructor
  · rintro ⟨hw, he⟩
    refine ⟨fun h0 => hw (funext fun i => ?_), fun i => ?_⟩
    · have h1 : (d i : ℂ) * w i = 0 := congrFun h0 i
      exact (mul_eq_zero.1 h1).resolve_left (hc i)
    · have h1 : ∑ j, (H i j : ℂ) * ((d j : ℂ) * w j) = μ * ((d i : ℂ) * w i) := by
        rw [key, he]; ring
      exact h1
  · rintro ⟨hw, he⟩
    refine ⟨fun h0 => hw (funext fun i => by simp [h0]), fun i => ?_⟩
    have h1 : ∑ j, (H i j : ℂ) * ((d j : ℂ) * w j) = μ * ((d i : ℂ) * w i) := he i
    apply mul_left_cancel₀ (hc i)
    rw [← key, h1]; ring
```

The gauge qualifies: d_0 = 1, and each factor s_k / r_k is nonzero because r_k l_k > 0. The proof is an induction along the chain.

```lean
/-- The symmetrising rescaling vanishes on no site of a chain whose two hoppings
have the same sign on every bond. -/
theorem gauge_ne_zero (n : ℕ) (r l : ℕ → ℝ) (h : ∀ k, k + 1 < n → 0 < r k * l k) :
    ∀ k, k < n → gauge r l k ≠ 0 := by
  intro k
  induction k with
  | zero => intro _; simp [gauge]
  | succ k ih =>
    intro hk
    have hp := h k hk
    have hr : r k ≠ 0 := left_ne_zero_of_mul hp.ne'
    have hb : bond r l k ≠ 0 := (Real.sqrt_pos.2 hp).ne'
    exact mul_ne_zero (ih (by omega)) (div_ne_zero hb hr)
```

It also satisfies both bond relations with r′_k = l′_k = s_k:

r_k d_{k+1} = d_k s_k,
d_{k+1} s_k = d_k s_k² / r_k = d_k l_k.

```lean
/-- If `r k * l k > 0` on every bond, the rescaling `gauge r l` intertwines the chain with the
symmetric chain whose hoppings are `√(r k * l k)`. -/
theorem chain_mul_gauge (n : ℕ) (ε r l : ℕ → ℝ) (h : ∀ k, k + 1 < n → 0 < r k * l k) :
    chain n ε r l * diagonal (fun i : Fin n => gauge r l i) =
      diagonal (fun i : Fin n => gauge r l i) * chain n ε (bond r l) (bond r l) := by
  apply chain_intertwine
  intro k hk
  have hp := h k hk
  have hr : r k ≠ 0 := left_ne_zero_of_mul hp.ne'
  have hs : bond r l k * bond r l k = r k * l k := Real.mul_self_sqrt hp.le
  have hg : gauge r l (k + 1) = gauge r l k * (bond r l k / r k) := rfl
  have hq : r k * (bond r l k / r k) = bond r l k := by
    field_simp
  rw [hg]
  refine ⟨by linear_combination gauge r l k * hq, ?_⟩
  apply mul_left_cancel₀ hr
  linear_combination (-gauge r l k) * hs - gauge r l k * bond r l k * hq
```

Since det D = Π_i d_i ≠ 0, D is invertible, and

D⁻¹HD = D⁻¹DS = S, Sᵀ = S.

```lean
/-- An open chain with `H(k,k+1) H(k+1,k) > 0` on every bond is similar, through an
invertible diagonal matrix, to a real symmetric chain with the same on-site energies. -/
theorem similar_to_symmetric (n : ℕ) (ε r l : ℕ → ℝ)
    (h : ∀ k, k + 1 < n → 0 < r k * l k) :
    IsUnit (diagonal (fun i : Fin n => gauge r l i)) ∧
    (diagonal (fun i : Fin n => gauge r l i))⁻¹ * chain n ε r l *
      diagonal (fun i : Fin n => gauge r l i) = chain n ε (bond r l) (bond r l) ∧
    (chain n ε (bond r l) (bond r l)).IsSymm := by
  have hdet : IsUnit (diagonal (fun i : Fin n => gauge r l i)).det := by
    rw [Matrix.det_diagonal]
    exact isUnit_iff_ne_zero.2
      (Finset.prod_ne_zero_iff.2 fun i _ => gauge_ne_zero n r l h i i.isLt)
  refine ⟨(Matrix.isUnit_iff_isUnit_det _).2 hdet, ?_, ?_⟩
  · rw [Matrix.mul_assoc, chain_mul_gauge n ε r l h, ← Matrix.mul_assoc,
      Matrix.nonsing_inv_mul _ hdet, Matrix.one_mul]
  · ext i j
    simp only [Matrix.transpose_apply, chain, Matrix.of_apply]
    split_ifs <;> first | rfl | (exfalso; omega) | congr 1
```

## From symmetry to real eigenvalues

For Sw = μw with S real and symmetric, define

Q = Σ_ij w_i* S(i,j) w_j = μ Σ_i |w_i|².

Conjugating Q and exchanging the summation indices returns Q, so Q is real. The norm is positive, hence Im μ = 0. In the code these steps are `hQ`, `hR` and `hN`.

```lean
/-- Every complex eigenvalue of a real symmetric matrix is real. -/
theorem symmetric_eigenvalue_real {n : ℕ} (S : Matrix (Fin n) (Fin n) ℝ) (hS : S.IsSymm)
    (μ : ℂ) (w : Fin n → ℂ) (hw : IsEigenpair S μ w) : μ.im = 0 := by
  obtain ⟨h0, he⟩ := hw
  have hQ : ∑ i, ∑ j, conj (w i) * ((S i j : ℂ) * w j) =
      μ * ((∑ i, Complex.normSq (w i) : ℝ) : ℂ) := by
    rw [Complex.ofReal_sum, Finset.mul_sum]
    refine Finset.sum_congr rfl fun i _ => ?_
    rw [← Finset.mul_sum, he i, Complex.normSq_eq_conj_mul_self]
    ring
  -- for a real symmetric matrix this double sum equals its own conjugate
  have hR : conj (∑ i, ∑ j, conj (w i) * ((S i j : ℂ) * w j)) =
      ∑ i, ∑ j, conj (w i) * ((S i j : ℂ) * w j) := by
    simp only [map_sum, map_mul, Complex.conj_conj, Complex.conj_ofReal]
    rw [Finset.sum_comm]
    refine Finset.sum_congr rfl fun a _ => Finset.sum_congr rfl fun b _ => ?_
    rw [hS.apply a b]
    ring
  have hN : 0 < ∑ i, Complex.normSq (w i) := by
    obtain ⟨i, hi⟩ := Function.ne_iff.1 h0
    exact Finset.sum_pos' (fun j _ => Complex.normSq_nonneg _)
      ⟨i, Finset.mem_univ i, Complex.normSq_pos.2 hi⟩
  have him := Complex.conj_eq_iff_im.1 hR
  rw [hQ, Complex.im_mul_ofReal] at him
  exact (mul_eq_zero.1 him).resolve_right hN.ne'
```

If Hv = μv, then w_i = v_i / d_i is an eigenvector of S with the same μ, which is therefore real. For such a finite, one-particle chain, any imaginary part of an eigenvalue returned by a numerical diagonalisation is numerical error.

```lean
/-- Every complex eigenvalue of an open chain with `H(k,k+1) H(k+1,k) > 0` on every
bond is real. -/
theorem open_chain_spectrum_real (n : ℕ) (ε r l : ℕ → ℝ)
    (h : ∀ k, k + 1 < n → 0 < r k * l k) (μ : ℂ) (v : Fin n → ℂ)
    (hv : IsEigenpair (chain n ε r l) μ v) : μ.im = 0 := by
  have hd : ∀ i : Fin n, gauge r l i ≠ 0 := fun i => gauge_ne_zero n r l h i i.isLt
  -- undo the rescaling to obtain an eigenvector of the symmetric chain
  have hv' : v = fun i : Fin n => (gauge r l i : ℂ) * (v i / (gauge r l i : ℂ)) := by
    funext i
    have hc : (gauge r l i : ℂ) ≠ 0 := Complex.ofReal_ne_zero.2 (hd i)
    field_simp
  rw [hv'] at hv
  exact symmetric_eigenvalue_real _ (similar_to_symmetric n ε r l h).2.2 μ _
    ((eigenpair_rescale _ _ _ hd (chain_mul_gauge n ε r l h) μ _).2 hv)
```

## Uniform asymmetry, opposite signs and a closed ring

The Hatano-Nelson hoppings are r_k = t_k e^g and l_k = t_k e^(−g), with real t_k and g. Here d_k = e^(−gk) restores the reciprocal chain:

r_k d_{k+1} = t_k e^(−gk) = d_k t_k,
l_k d_k = t_k e^(−g(k+1)) = d_{k+1} t_k.

The eigenvalues do not depend on g, and each eigenvector w acquires the factor e^(−gk), up to normalisation. Whether the state piles up at an end, which is the skin effect named in the theorem below, also depends on w and is not proved here.

```lean
/-- In the Hatano-Nelson chain with hoppings `t k * exp (± g)`, the eigenvectors are those
at `g = 0` multiplied by `exp (-g k)` on site `k`, with the same eigenvalues. -/
theorem hatano_nelson_skin_effect (n : ℕ) (ε t : ℕ → ℝ) (g : ℝ) (μ : ℂ) (w : Fin n → ℂ) :
    IsEigenpair (chain n ε t t) μ w ↔
      IsEigenpair (chain n ε (fun k => t k * Real.exp g) (fun k => t k * Real.exp (-g))) μ
        (fun i => (Real.exp (-g * (i : ℕ)) : ℂ) * w i) := by
  refine eigenpair_rescale _ _ (fun i : Fin n => Real.exp (-g * (i : ℕ)))
    (fun i => Real.exp_ne_zero _) ?_ μ w
  apply chain_intertwine n ε _ _ t t (fun k => Real.exp (-g * (k : ℝ)))
  intro k _
  have h1 : Real.exp (-g * ((k + 1 : ℕ) : ℝ)) = Real.exp (-g * k) * Real.exp (-g) := by
    rw [← Real.exp_add]; congr 1; push_cast; ring
  have h2 : Real.exp g * Real.exp (-g) = 1 := by rw [← Real.exp_add]; simp
  simp only [h1]
  exact ⟨by linear_combination t k * Real.exp (-g * k) * h2, by ring⟩
```

With opposite signs the conclusion can fail. For two sites with zero on-site energy and rl = −s², s ≠ 0, the vector (r, is) gives

r(is) = (is)r, lr = −s² = (is)².

Here i is the imaginary unit, and the eigenvalue is μ = i s, with normalised eigenvector (r, is)/√(r² + s²).

```lean
/-- Two sites whose hoppings have opposite signs, `r l = -s²` with `s ≠ 0`, have the
imaginary eigenvalue `i s`. -/
theorem opposite_signs_imaginary (r l s : ℝ) (hs : s ≠ 0) (h : r * l = -s ^ 2) :
    IsEigenpair (chain 2 (fun _ => 0) (fun _ => r) (fun _ => l)) (Complex.I * s)
      ![(r : ℂ), Complex.I * s] := by
  have hc : (r : ℂ) * l = -(s : ℂ) ^ 2 := by exact_mod_cast h
  refine ⟨fun h0 => hs ?_, fun i => ?_⟩
  · have h1 : Complex.I * (s : ℂ) = 0 := congrFun h0 1
    exact Complex.ofReal_eq_zero.1 ((mul_eq_zero.1 h1).resolve_left Complex.I_ne_zero)
  · fin_cases i
    · simp [chain, Fin.sum_univ_two]
      try ring
    · simp [chain, Fin.sum_univ_two]
      linear_combination hc - (s : ℂ) ^ 2 * Complex.I_sq
```

Closing the chain can also make the spectrum complex, even when both hoppings are positive. On a three-site ring with zero on-site energies, let a be the hopping from site k+1 to k and b the hopping from k to k+1, with site numbers taken modulo 3 and a ≠ b. The word "forward" in the docstring below thus means towards lower site numbers. Take ω² + ω + 1 = 0. The normalised vector (1, ω, ω²)/√3 has

μ = aω + bω², Im μ = (a − b) Im ω ≠ 0.

The last step uses ω² = −1 − ω and the fact that ω is not real. This is one clean ring; it does not address the delocalisation transition of disordered rings.

```lean
/-- Closing three sites into a ring with unequal forward and backward hoppings `a ≠ b`
gives the eigenvalue `a ω + b ω²`, which is not real, for `ω` a primitive cube root of one. -/
theorem ring_eigenvalue_not_real (a b : ℝ) (hab : a ≠ b) (ω : ℂ) (hω : ω ^ 2 + ω + 1 = 0) :
    IsEigenpair !![0, a, b; b, 0, a; a, b, 0] (a * ω + b * ω ^ 2) ![1, ω, ω ^ 2] ∧
      (a * ω + b * ω ^ 2).im ≠ 0 := by
  have h3 : ω ^ 3 = 1 := by linear_combination (ω - 1) * hω
  refine ⟨⟨fun h0 => one_ne_zero (α := ℂ) (congrFun h0 0), fun i => ?_⟩, ?_⟩
  · fin_cases i
    · simp [Fin.sum_univ_three]
    · simp [Fin.sum_univ_three]
      linear_combination (-(b : ℂ)) * h3
    · simp [Fin.sum_univ_three]
      linear_combination (-(a : ℂ) - b * ω) * h3
  · have h2 : ω ^ 2 = -1 - ω := by linear_combination hω
    have him : (a * ω + b * ω ^ 2).im = (a - b) * ω.im := by
      rw [h2]; simp; ring
    rw [him]
    refine mul_ne_zero (sub_ne_zero.2 hab) fun h0 => ?_
    have hre := congrArg Complex.re hω
    simp [pow_two, h0] at hre
    nlinarith [sq_nonneg (ω.re + 1 / 2)]

end

end HatanoNelsonOpenChain
```

```lean
#print axioms HatanoNelsonOpenChain.open_chain_spectrum_real
-- 'HatanoNelsonOpenChain.open_chain_spectrum_real' depends on axioms: [propext, Classical.choice, Quot.sound]
#print axioms HatanoNelsonOpenChain.hatano_nelson_skin_effect
-- 'HatanoNelsonOpenChain.hatano_nelson_skin_effect' depends on axioms: [propext, Classical.choice, Quot.sound]
#print axioms HatanoNelsonOpenChain.opposite_signs_imaginary
-- 'HatanoNelsonOpenChain.opposite_signs_imaginary' depends on axioms: [propext, Classical.choice, Quot.sound]
#print axioms HatanoNelsonOpenChain.ring_eigenvalue_not_real
-- 'HatanoNelsonOpenChain.ring_eigenvalue_not_real' depends on axioms: [propext, Classical.choice, Quot.sound]
```
